# Greville's reverse-order law: $(AB)^+=B^+A^+$ exactly when two commutators vanish

## Question: why does undoing two steps in reverse order give the wrong factor?

Take a spin-1/2 in the normalised state $|b\rangle=(|0\rangle+|1\rangle)/\sqrt2$. Let the column $B=|b\rangle$ prepare it from a number, and let the row $A=\langle 0|$ read off its upper amplitude. Then $AB=1/\sqrt2$, whose inverse is $\sqrt2$. The pseudoinverses of the two steps are $A^+=|0\rangle$ and $B^+=\langle b|$, and in reverse order they give $B^+A^+=\langle b|0\rangle=1/\sqrt2$. That is too small by a factor of 2.

For invertible matrices the reversed product is always right. What goes wrong here? I suspect the projections $|0\rangle\langle0|$ and $|b\rangle\langle b|$, which don't commute. If they did, would that be enough?

## Answer: commuting projections are necessary, but not enough

Your suspicion is right for the spin example. There $A^\dagger A=|0\rangle\langle0|$ and $BB^\dagger=|b\rangle\langle b|$ are themselves the two projections, and for a normalised row and column like these, commuting would be enough. For general matrices it is only half of the answer. Let $A$ be $m\times n$ and $B$ be $n\times p$, both complex, with Moore-Penrose inverses $X=A^+$ and $Y=B^+$. Then $YX$ is the Moore-Penrose inverse of $AB$ if and only if

$$[XA,\,BB^\dagger]=0\quad\text{and}\quad[BY,\,A^\dagger A]=0 .$$

The matrix $P=XA$ projects onto the orthogonal complement of the kernel of $A$, and $Q=BY$ projects onto the range of $B$. The two conditions force $P$ and $Q$ to commute, but they ask for more: $A^\dagger A$ must map the range of $B$ into itself, and $BB^\dagger$ must map the orthogonal complement of the kernel of $A$ into itself.

### A shear for which the projections commute and the law fails

Take
$$A=\begin{pmatrix}1&1\\0&1\end{pmatrix},\quad X=\begin{pmatrix}1&-1\\0&1\end{pmatrix},\quad B=Y=\begin{pmatrix}1&0\\0&0\end{pmatrix}.$$
Here $P=1$ commutes with $Q=B$. But $AB=B$ is its own pseudoinverse, while
$$YX=\begin{pmatrix}1&-1\\0&0\end{pmatrix}.$$
The second condition detects this: $A^\dagger A=\begin{pmatrix}1&1\\1&2\end{pmatrix}$ does not commute with $Q$.

### From the Penrose equations to the two commutators

The Moore-Penrose inverse $X$ of $A$ is defined by $AXA=A$, $XAX=X$, and the Hermiticity of $AX$ and $XA$. It is unique. If $Z$ is another one, then
$$AX=AZAX=(AZ)^\dagger(AX)^\dagger=(AXAZ)^\dagger=(AZ)^\dagger=AZ,$$
$$XA=XAZA=(XA)^\dagger(ZA)^\dagger=(ZAXA)^\dagger=(ZA)^\dagger=ZA,$$
so $X=XAX=ZAX=ZAZ=Z$.

**Projections.** The equations give $P^2=P=P^\dagger$ and $Q^2=Q=Q^\dagger$. Suppose $PQ$ is idempotent, and set $K=PQ-QPQ$. Then
$$K^\dagger K=QPQ-QPQPQ=0,$$
because $PQPQ=PQ$. Hence $K=0$ and $PQ=QPQ$. The right side is Hermitian, so $PQ=(PQ)^\dagger=QP$. Conversely, if they commute, $PQPQ=PPQQ=PQ$.

**Hermiticity.** Let $PQ=QP$. Since $ABYX=AQX$, its adjoint is $X^\dagger QA^\dagger$. We also have $A^\dagger X^\dagger=P$ and $PA^\dagger=A^\dagger$. If $AQX$ is Hermitian, then
$$QA^\dagger A=QPA^\dagger A=PQA^\dagger A=A^\dagger(X^\dagger QA^\dagger)A=A^\dagger(AQX)A=A^\dagger AQP=A^\dagger APQ=A^\dagger AQ .$$
Conversely, if $Q$ commutes with $A^\dagger A$, then $A^\dagger=A^\dagger AX$ gives
$$X^\dagger QA^\dagger=X^\dagger QA^\dagger AX=X^\dagger A^\dagger AQX=AXAQX=AQX .$$
Applying this to the factors $B^\dagger$ and $A^\dagger$ shows that $YXAB$ is Hermitian exactly when $P$ commutes with $BB^\dagger$.

**The law implies the conditions.** If $YX$ is the Moore-Penrose inverse of $AB$, then
$$PQPQ=X(ABYXAB)Y=XABY=PQ .$$
So $P$ and $Q$ commute, and the Hermiticity of $ABYX$ and $YXAB$ gives both conditions.

**The conditions imply the law.** From $B=B(YB)^\dagger=BB^\dagger Y^\dagger$ and the first condition,
$$QPB=QPBB^\dagger Y^\dagger=QBB^\dagger PY^\dagger=BB^\dagger PY^\dagger=PBB^\dagger Y^\dagger=PB .$$
Thus $PQPQ=P(QPB)Y=PPBY=PQ$, and the projections commute. Therefore
$$ABYXAB=AQPB=APQB=AB,\qquad YXABYX=YPQX=YQPX=YX .$$
The two Hermiticity equations follow from the previous step.

The same argument gives a neighbouring result, which the code leaves unstated: the single equation $ABYXAB=AB$ holds if and only if $P$ and $Q$ commute. This is why the shear above still satisfies that equation.

### What the Lean statements say

`IsMoorePenrose A X` is the conjunction of the four Penrose equations, in the order `reproduces`, `reflects`, `range_herm`, `supp_herm`. The letters `X` and `Y` stand for the textbook $A^+$ and $B^+$, and `ᴴ` is the dagger. The index types `m`, `n`, `p` are finite and otherwise arbitrary, so rectangular matrices are included.

The theorem `greville` takes `hA` and `hB`, which say that `X` and `Y` are the Moore-Penrose inverses of `A` and `B`, and concludes the equivalence. Existence of these inverses is assumed through `hA` and `hB`; uniqueness is proved in `IsMoorePenrose.unique`.

Three further theorems apply or illustrate the law:

- `isometry_mul` says that if $V^\dagger V=1$, the pseudoinverse of $VB$ is $YV^\dagger$. In electronic structure, the columns of $V$ can hold the coefficients of orthonormal orbitals in a larger orthonormal basis. If the rows of $B$ refer to those orbitals, $VB$ is the same matrix with its rows in the larger basis, and its pseudoinverse follows from $Y$. In a non-orthogonal atomic-orbital basis with overlap matrix $S$, such orbitals satisfy $V^\dagger SV=1$ instead, and the theorem does not apply directly.
- `greville_witness` has $A=2|0\rangle\langle1|$ and $B=3|1\rangle\langle0|$. They are singular and do not commute, yet they obey the law.
- `reverse_order_fails` is your spin example padded to $2\times2$ matrices, with the unnormalised column $(1,1)^T$. The upper left entry of $YX$ is then $1/2$ where $1$ is needed; with your normalised state the entries are $1/\sqrt2$ and $\sqrt2$.

A program must also deal with rounding and rank. A routine based on the singular value decomposition typically treats singular values below a threshold as zero. It then returns an approximate pseudoinverse of a truncated matrix, which need not satisfy `hA` for the original `A`.

```lean
import Mathlib

open Matrix
open scoped ComplexOrder

namespace GrevilleReverseOrder

variable {m n p : Type*} [Fintype m] [Fintype n] [Fintype p]

/-- The four Penrose equations: `X` is the Moore-Penrose inverse of the complex matrix `A`. -/
structure IsMoorePenrose (A : Matrix m n ℂ) (X : Matrix n m ℂ) : Prop where
  reproduces : A * X * A = A
  reflects : X * A * X = X
  range_herm : (A * X)ᴴ = A * X
  supp_herm : (X * A)ᴴ = X * A

/-- A matrix has at most one Moore-Penrose inverse. -/
theorem IsMoorePenrose.unique {A : Matrix m n ℂ} {X Z : Matrix n m ℂ}
    (hX : IsMoorePenrose A X) (hZ : IsMoorePenrose A Z) : X = Z := by
  -- both inverses give the same projections on either side
  have h1 : A * X = A * Z := calc
    A * X = (A * Z * A) * X := by rw [hZ.reproduces]
    _ = (A * Z)ᴴ * (A * X)ᴴ := by
      rw [hZ.range_herm, hX.range_herm]; simp only [Matrix.mul_assoc]
    _ = ((A * X * A) * Z)ᴴ := by
      rw [← conjTranspose_mul]; simp only [Matrix.mul_assoc]
    _ = A * Z := by rw [hX.reproduces, hZ.range_herm]
  have h2 : X * A = Z * A := calc
    X * A = X * (A * Z * A) := by rw [hZ.reproduces]
    _ = (X * A)ᴴ * (Z * A)ᴴ := by
      rw [hX.supp_herm, hZ.supp_herm]; simp only [Matrix.mul_assoc]
    _ = (Z * (A * X * A))ᴴ := by
      rw [← conjTranspose_mul]; simp only [Matrix.mul_assoc]
    _ = Z * A := by rw [hX.reproduces, hZ.supp_herm]
  calc X = X * A * X := hX.reflects.symm
    _ = Z * (A * X) := by rw [h2, Matrix.mul_assoc]
    _ = Z := by rw [h1, ← Matrix.mul_assoc, hZ.reflects]

/-- The adjoint of the Moore-Penrose inverse is the Moore-Penrose inverse of the adjoint. -/
theorem IsMoorePenrose.adjoint {A : Matrix m n ℂ} {X : Matrix n m ℂ}
    (h : IsMoorePenrose A X) : IsMoorePenrose Aᴴ Xᴴ where
  reproduces := by
    rw [Matrix.mul_assoc, ← conjTranspose_mul, ← conjTranspose_mul, h.reproduces]
  reflects := by
    rw [Matrix.mul_assoc, ← conjTranspose_mul, ← conjTranspose_mul, h.reflects]
  range_herm := by rw [← conjTranspose_mul, h.supp_herm, h.supp_herm]
  supp_herm := by rw [← conjTranspose_mul, h.range_herm, h.range_herm]

/-- The product of two orthogonal projections is idempotent exactly when they commute. -/
theorem projections_commute_iff {P Q : Matrix n n ℂ} (hP : Pᴴ = P) (hQ : Qᴴ = Q)
    (hPP : P * P = P) (hQQ : Q * Q = Q) :
    P * Q * (P * Q) = P * Q ↔ P * Q = Q * P := by
  classical
  constructor
  · intro h
    have h5 : Q * P * Q * P * Q = Q * P * Q := calc
      Q * P * Q * P * Q = Q * (P * Q * (P * Q)) := by simp only [Matrix.mul_assoc]
      _ = Q * P * Q := by rw [h]; simp only [Matrix.mul_assoc]
    have e : (P * Q - Q * P * Q)ᴴ = Q * P - Q * P * Q := by
      simp only [conjTranspose_sub, conjTranspose_mul, hP, hQ, Matrix.mul_assoc]
    -- the defect K = PQ - QPQ has K†K = 0
    have hK : (P * Q - Q * P * Q)ᴴ * (P * Q - Q * P * Q) = 0 := by
      rw [e]
      calc (Q * P - Q * P * Q) * (P * Q - Q * P * Q)
          = Q * (P * P) * Q - Q * P * Q * P * Q - Q * P * Q * P * Q
            + Q * P * (Q * Q) * P * Q := by noncomm_ring
        _ = 0 := by rw [hPP, hQQ, h5]; abel
    have e1 : P * Q = Q * P * Q :=
      sub_eq_zero.mp (Matrix.conjTranspose_mul_self_eq_zero.mp hK)
    have e2 := congrArg conjTranspose e1
    simp only [conjTranspose_mul, hP, hQ] at e2
    exact e1.trans ((Matrix.mul_assoc Q P Q).trans e2.symm)
  · intro h
    calc P * Q * (P * Q) = P * (Q * P) * Q := by simp only [Matrix.mul_assoc]
      _ = (P * P) * (Q * Q) := by rw [← h]; simp only [Matrix.mul_assoc]
      _ = P * Q := by rw [hPP, hQQ]

/-- Let `X`, `Y` be the Moore-Penrose inverses of `A`, `B`. If the projections `XA` and `BY`
commute, then `ABYX` is Hermitian exactly when `BY` commutes with `A†A`. -/
theorem range_condition {A : Matrix m n ℂ} {X : Matrix n m ℂ} {B : Matrix n p ℂ}
    {Y : Matrix p n ℂ} (hA : IsMoorePenrose A X) (hB : IsMoorePenrose B Y)
    (hc : X * A * (B * Y) = B * Y * (X * A)) :
    (A * B * (Y * X))ᴴ = A * B * (Y * X) ↔ B * Y * (Aᴴ * A) = Aᴴ * A * (B * Y) := by
  have e : (A * B * (Y * X))ᴴ = Xᴴ * (B * Y) * Aᴴ := calc
    (A * B * (Y * X))ᴴ = (A * (B * Y) * X)ᴴ := by simp only [Matrix.mul_assoc]
    _ = Xᴴ * (B * Y) * Aᴴ := by
      rw [conjTranspose_mul, conjTranspose_mul, hB.range_herm]
      simp only [Matrix.mul_assoc]
  have hs : Aᴴ * Xᴴ = X * A := by rw [← conjTranspose_mul, hA.supp_herm]
  have hr : Xᴴ * Aᴴ = A * X := by rw [← conjTranspose_mul, hA.range_herm]
  have hl : Aᴴ * Xᴴ * Aᴴ = Aᴴ := hA.adjoint.reproduces
  constructor
  · intro h
    rw [e] at h
    calc B * Y * (Aᴴ * A) = B * Y * ((Aᴴ * Xᴴ * Aᴴ) * A) := by rw [hl]
      _ = (B * Y * (X * A)) * (Aᴴ * A) := by rw [hs]; simp only [Matrix.mul_assoc]
      _ = (Aᴴ * Xᴴ) * (B * Y) * (Aᴴ * A) := by rw [← hc, hs]
      _ = Aᴴ * (Xᴴ * (B * Y) * Aᴴ) * A := by simp only [Matrix.mul_assoc]
      _ = Aᴴ * A * (B * Y * (X * A)) := by rw [h]; simp only [Matrix.mul_assoc]
      _ = Aᴴ * (A * X * A) * (B * Y) := by rw [← hc]; simp only [Matrix.mul_assoc]
      _ = Aᴴ * A * (B * Y) := by rw [hA.reproduces]
  · intro h
    rw [e]
    calc Xᴴ * (B * Y) * Aᴴ = Xᴴ * (B * Y) * (Aᴴ * (Xᴴ * Aᴴ)) := by
          rw [← Matrix.mul_assoc Aᴴ, hl]
      _ = Xᴴ * (B * Y * (Aᴴ * A)) * X := by rw [hr]; simp only [Matrix.mul_assoc]
      _ = (Xᴴ * Aᴴ) * A * (B * Y) * X := by rw [h]; simp only [Matrix.mul_assoc]
      _ = A * B * (Y * X) := by
        rw [hr, hA.reproduces]; simp only [Matrix.mul_assoc]

/-- **Greville reverse-order law.** With `X`, `Y` the Moore-Penrose inverses of `A`, `B`,
the product `YX` is that of `AB` if and only if `XA` commutes with `BB†` and `BY` commutes
with `A†A`. -/
theorem greville {A : Matrix m n ℂ} {X : Matrix n m ℂ} {B : Matrix n p ℂ}
    {Y : Matrix p n ℂ} (hA : IsMoorePenrose A X) (hB : IsMoorePenrose B Y) :
    IsMoorePenrose (A * B) (Y * X) ↔
      X * A * (B * Bᴴ) = B * Bᴴ * (X * A) ∧ B * Y * (Aᴴ * A) = Aᴴ * A * (B * Y) := by
  have hproj := projections_commute_iff hA.supp_herm hB.range_herm
    (by rw [← Matrix.mul_assoc, hA.reflects]) (by rw [← Matrix.mul_assoc, hB.reproduces])
  -- the range condition for the adjoint factors is the condition on BB†
  have dual (hc : X * A * (B * Y) = B * Y * (X * A)) :
      Y * X * (A * B) = (Y * X * (A * B))ᴴ ↔
        X * A * (B * Bᴴ) = B * Bᴴ * (X * A) := by
    have e1 : Bᴴ * Aᴴ * (Xᴴ * Yᴴ) = (Y * X * (A * B))ᴴ := by
      simp only [conjTranspose_mul, Matrix.mul_assoc]
    have e2 : Aᴴ * Xᴴ = X * A := by rw [← conjTranspose_mul, hA.supp_herm]
    have e3 : Yᴴ * Bᴴ = B * Y := by rw [← conjTranspose_mul, hB.range_herm]
    have d := range_condition hB.adjoint hA.adjoint (by rw [e2, e3]; exact hc.symm)
    rw [e1, e2, conjTranspose_conjTranspose, conjTranspose_conjTranspose] at d
    exact d
  constructor
  · intro h
    have hc := hproj.mp (calc
      X * A * (B * Y) * (X * A * (B * Y)) = X * (A * B * (Y * X) * (A * B)) * Y := by
        simp only [Matrix.mul_assoc]
      _ = X * A * (B * Y) := by rw [h.reproduces]; simp only [Matrix.mul_assoc])
    exact ⟨(dual hc).mp h.supp_herm.symm, (range_condition hA hB hc).mp h.range_herm⟩
  · rintro ⟨h1, h2⟩
    have hb : B * Bᴴ * Yᴴ = B := by
      rw [Matrix.mul_assoc, ← conjTranspose_mul, hB.supp_herm, ← Matrix.mul_assoc,
        hB.reproduces]
    -- XA maps the range of B into itself
    have k : B * Y * (X * A) * B = X * A * B := calc
      B * Y * (X * A) * B = B * Y * (X * A) * (B * Bᴴ * Yᴴ) := by rw [hb]
      _ = B * Y * (X * A * (B * Bᴴ)) * Yᴴ := by simp only [Matrix.mul_assoc]
      _ = (B * Y * B) * Bᴴ * (X * A) * Yᴴ := by rw [h1]; simp only [Matrix.mul_assoc]
      _ = X * A * (B * Bᴴ) * Yᴴ := by rw [hB.reproduces, h1]
      _ = X * A * (B * Bᴴ * Yᴴ) := by simp only [Matrix.mul_assoc]
      _ = X * A * B := by rw [hb]
    have hc := hproj.mp (calc
      X * A * (B * Y) * (X * A * (B * Y)) = X * A * (B * Y * (X * A) * B) * Y := by
        simp only [Matrix.mul_assoc]
      _ = (X * A * X) * A * B * Y := by rw [k]; simp only [Matrix.mul_assoc]
      _ = X * A * (B * Y) := by rw [hA.reflects]; simp only [Matrix.mul_assoc])
    refine ⟨?_, ?_, (range_condition hA hB hc).mpr h2, ((dual hc).mpr h1).symm⟩
    · calc A * B * (Y * X) * (A * B) = A * (B * Y * (X * A)) * B := by
            simp only [Matrix.mul_assoc]
        _ = (A * X * A) * (B * Y * B) := by rw [← hc]; simp only [Matrix.mul_assoc]
        _ = A * B := by rw [hA.reproduces, hB.reproduces]
    · calc Y * X * (A * B) * (Y * X) = Y * (X * A * (B * Y)) * X := by
            simp only [Matrix.mul_assoc]
        _ = (Y * B * Y) * (X * A * X) := by rw [hc]; simp only [Matrix.mul_assoc]
        _ = Y * X := by rw [hB.reflects, hA.reflects]

/-- If `V` is an isometry, `V†V = 1`, and `Y` is the Moore-Penrose inverse of `B`, then
`YV†` is that of `VB`. -/
theorem isometry_mul [DecidableEq n] {V : Matrix m n ℂ} {B : Matrix n p ℂ}
    {Y : Matrix p n ℂ} (hV : Vᴴ * V = 1) (hB : IsMoorePenrose B Y) :
    IsMoorePenrose (V * B) (Y * Vᴴ) := by
  have h : IsMoorePenrose V Vᴴ :=
    ⟨by rw [Matrix.mul_assoc, hV, Matrix.mul_one], by rw [hV, Matrix.one_mul],
      by rw [conjTranspose_mul, conjTranspose_conjTranspose],
      by rw [conjTranspose_mul, conjTranspose_conjTranspose]⟩
  exact (greville h hB).mpr ⟨by rw [hV, Matrix.one_mul, Matrix.mul_one],
    by rw [hV, Matrix.one_mul, Matrix.mul_one]⟩

/-- A scaled raising and a scaled lowering matrix of a two-level system, with their
Moore-Penrose inverses, obey the reverse-order law. -/
theorem greville_witness :
    IsMoorePenrose !![0, 2; 0, 0] !![0, 0; 1 / 2, 0] ∧
    IsMoorePenrose !![0, 0; 3, 0] !![0, 1 / 3; 0, 0] ∧
    IsMoorePenrose (!![0, 2; 0, 0] * !![0, 0; 3, 0])
      (!![0, 1 / 3; 0, 0] * !![0, 0; 1 / 2, 0]) := by
  refine ⟨?_, ?_, ?_⟩ <;> constructor <;> ext i j <;> fin_cases i <;> fin_cases j <;>
    norm_num [Matrix.mul_apply, Fin.sum_univ_succ, Matrix.conjTranspose_apply]

/-- The reverse-order law fails for the product of the projection `!![1, 0; 0, 0]` and the singular
matrix `!![1, 0; 1, 0]`, given here with their Moore-Penrose inverses. -/
theorem reverse_order_fails :
    IsMoorePenrose !![1, 0; 0, 0] !![1, 0; 0, 0] ∧
    IsMoorePenrose !![1, 0; 1, 0] !![1 / 2, 1 / 2; 0, 0] ∧
    ¬ IsMoorePenrose (!![1, 0; 0, 0] * !![1, 0; 1, 0])
      (!![1 / 2, 1 / 2; 0, 0] * !![1, 0; 0, 0]) := by
  refine ⟨?_, ?_, ?_⟩
  · constructor <;> ext i j <;> fin_cases i <;> fin_cases j <;>
      norm_num [Matrix.mul_apply, Fin.sum_univ_succ, Matrix.conjTranspose_apply]
  · constructor <;> ext i j <;> fin_cases i <;> fin_cases j <;>
      norm_num [Matrix.mul_apply, Fin.sum_univ_succ, Matrix.conjTranspose_apply]
  · intro h
    -- the upper left entry of the first Penrose equation would read 1/2 = 1
    have h0 := congrFun (congrFun h.reproduces 0) 0
    norm_num [Matrix.mul_apply, Fin.sum_univ_succ] at h0

end GrevilleReverseOrder
```

```lean
#print axioms GrevilleReverseOrder.IsMoorePenrose.unique
#print axioms GrevilleReverseOrder.isometry_mul
#print axioms GrevilleReverseOrder.reverse_order_fails
```

```
'GrevilleReverseOrder.IsMoorePenrose.unique' depends on axioms: [propext, Classical.choice, Quot.sound]
'GrevilleReverseOrder.isometry_mul' depends on axioms: [propext, Classical.choice, Quot.sound]
'GrevilleReverseOrder.reverse_order_fails' depends on axioms: [propext, Classical.choice, Quot.sound]
```

### How the lemmas divide the work

`projections_commute_iff` is the argument with $K$. There `noncomm_ring` expands $K^\dagger K$ without exchanging factors, and `Matrix.conjTranspose_mul_self_eq_zero` passes from $K^\dagger K=0$ to $K=0$.

`range_condition` is the Hermiticity step, with the commutation of $P$ and $Q$ as its hypothesis `hc`. A first `calc` block, `e`, computes the adjoint of $ABYX$. The `calc` blocks for the two directions then follow the two displayed chains, with the steps grouped slightly differently. `IsMoorePenrose.adjoint` shows that $X^\dagger$ is the Moore-Penrose inverse of $A^\dagger$. Inside `greville`, the local statement `dual` uses it to apply `range_condition` to the adjoint factors, which yields the condition on $BB^\dagger$ without a second calculation.

In the main proof, `hproj` specialises the projection lemma to $P$ and $Q$. The forward direction feeds it the idempotence obtained from `h.reproduces`. The converse first proves `k`, which is $QPB=PB$, and then gets idempotence from it. The last `refine` leaves the first two Penrose equations to `calc` blocks and fills the other two from `range_condition` and `dual`.

For `isometry_mul`, the pseudoinverse of $V$ is $V^\dagger$, so $P=V^\dagger V=1$ and $A^\dagger A=1$, and both commutators vanish. The positive claims about explicit matrices are checked entry by entry. The failure is read off from the upper left entry of the first Penrose equation, which would say $1/2=1$.
